# $J^2V_+^k v=(j+k)(j+k+1)\,V_+^k v$ for a vector operator $V$, when $J_+v=0$ and $J_zv=jv$

Q: Before I judge any theorem, tell me what the operators are and which conventions you use.

A: I set $\hbar=1$ and write $[X,Y]=XY-YX$. The general identities hold in `A`, any ring that is also an algebra over $\mathbb C$. When states enter, the operators are linear maps of a complex vector space `E` into itself, written `Module.End ℂ E`. The dimension of `E` is arbitrary.

In Lean 4 with Mathlib:

```lean
import Mathlib

open Complex

namespace VectorOperatorLadder

noncomputable section

variable {A : Type*} [Ring A] [Algebra ℂ A]
variable {E : Type*} [AddCommGroup E] [Module ℂ E]
```

The ladder operators are three elements $J_z,J_+,J_-$, called `Jz`, `Jp`, `Jm`, with $[J_z,J_\pm]=\pm J_\pm$ and $[J_+,J_-]=2J_z$.

```lean
/-- The ladder relations `[Jz, J±] = ±J±` and `[J+, J-] = 2 Jz`. -/
structure IsLadder (Jz Jp Jm : A) : Prop where
  z_plus : Jz * Jp - Jp * Jz = Jp
  z_minus : Jz * Jm - Jm * Jz = -Jm
  plus_minus : Jp * Jm - Jm * Jp = 2 * Jz
```

Q: You never said that $J_-$ is the adjoint of $J_+$.

A: There is no inner product, so there are no adjoints. The argument is purely algebraic, and $j$ may be any complex number. Unitarity and finite dimension would restrict $j$ to integers and half-integers, but neither is assumed.

The operator that acts repeatedly on the state is $W$. It needs only two relations, $[J_z,W]=W$ and $[J_+,W]=0$. The first says that $W$ adds one unit of $J_z$, the second that $J_+$ cannot raise it further.

```lean
/-- The relations `[Jz, W] = W` and `[J+, W] = 0`. -/
structure IsTopComponent (Jz Jp W : A) : Prop where
  z_comm : Jz * W - W * Jz = W
  plus_comm : Jp * W - W * Jp = 0
```

Q: And $J^2$? I want the usual total angular momentum.

A: It is defined by the symmetric ladder expression $J^2=\tfrac12(J_+J_-+J_-J_+)+J_z^2$. Its agreement with $J_x^2+J_y^2+J_z^2$ is a theorem further down.

```lean
/-- The total angular momentum squared, `J² = (J+ J- + J- J+)/2 + Jz²`. -/
def Jsq (Jz Jp Jm : A) : A := (1 / 2 : ℂ) • (Jp * Jm + Jm * Jp) + Jz * Jz
```

Q: Where is the vector operator I know, with $[J_i,V_j]=\mathrm i\,\epsilon_{ijk}V_k$?

A: Here it is, without the $\epsilon$ symbol. The indices 0, 1, 2 stand for $x,y,z$ and are added modulo 3. The roman $\mathrm i$ is the imaginary unit, `I` in the code, and the italic $i$ is an index. Next to $\epsilon_{ijk}$ the letters $j$ and $k$ are indices too; elsewhere $j$ is the $J_z$ value of the starting state and $k$ counts how often the operator is applied. The three fields are
$$[J_i,V_i]=0,\qquad [J_i,V_{i+1}]=\mathrm i V_{i+2},\qquad [J_{i+1},V_i]=-\mathrm i V_{i+2}.$$
As $i$ runs over three values, these are all nine commutators. An angular momentum is a triple $J$ that is a vector operator with respect to itself, `IsVectorOperator J J`.

```lean
/-- The Cartesian commutators `[J_i, V_j] = i ε_ijk V_k` of a vector operator,
with the indices 0, 1, 2 for x, y, z taken cyclically. -/
structure IsVectorOperator (J V : Fin 3 → A) : Prop where
  same : ∀ i, J i * V i - V i * J i = 0
  next : ∀ i, J i * V (i + 1) - V (i + 1) * J i = I • V (i + 2)
  prev : ∀ i, J (i + 1) * V i - V i * J (i + 1) = -(I • V (i + 2))
```

The combinations $V_\pm=V_x\pm\mathrm i V_y$ carry no factor $1/\sqrt2$ and no sign, unlike spherical tensor components. Such a constant factor would not affect the eigenvalues.

```lean
/-- The combination `V+ = Vx + i Vy`. -/
def plus (V : Fin 3 → A) : A := V 0 + I • V 1

/-- The combination `V- = Vx - i Vy`. -/
def minus (V : Fin 3 → A) : A := V 0 - I • V 1
```

Q: Then show me that $V_+$ really has the two properties you demanded of $W$.

A: Expand the commutators:
$$[J_z,V_+]=[J_z,V_x]+\mathrm i[J_z,V_y]=\mathrm i V_y+\mathrm i(-\mathrm i V_x)=V_+,$$
$$[J_+,V_+]=[J_x,V_x]+\mathrm i[J_x,V_y]+\mathrm i[J_y,V_x]-[J_y,V_y]=\mathrm i(\mathrm i V_z)+\mathrm i(-\mathrm i V_z)=0.$$
The proof first reads off the Cartesian commutators it needs. In each `calc` block the first step is the bilinear expansion, and the second inserts those commutators.

```lean
/-- For a vector operator `V`, the component `V+` satisfies `[Jz, V+] = V+` and
`[J+, V+] = 0`. -/
theorem plus_isTopComponent {J V : Fin 3 → A} (h : IsVectorOperator J V) :
    IsTopComponent (J 2) (plus J) (plus V) := by
  have h00 : J 0 * V 0 - V 0 * J 0 = 0 := h.same 0
  have h11 : J 1 * V 1 - V 1 * J 1 = 0 := h.same 1
  have h01 : J 0 * V 1 - V 1 * J 0 = I • V 2 := h.next 0
  have h10 : J 1 * V 0 - V 0 * J 1 = -(I • V 2) := h.prev 0
  have h20 : J 2 * V 0 - V 0 * J 2 = I • V 1 := h.next 2
  have h21 : J 2 * V 1 - V 1 * J 2 = -(I • V 0) := h.prev 1
  constructor
  · calc J 2 * plus V - plus V * J 2
        = (J 2 * V 0 - V 0 * J 2) + I • (J 2 * V 1 - V 1 * J 2) := by
          simp only [plus, mul_add, add_mul, mul_smul_comm, smul_mul_assoc]
          module
      _ = plus V := by
          rw [h20, h21, smul_neg, smul_smul, I_mul_I, neg_one_smul, neg_neg, plus, add_comm]
  · calc plus J * plus V - plus V * plus J
        = (J 0 * V 0 - V 0 * J 0) + I • (J 0 * V 1 - V 1 * J 0)
          + I • (J 1 * V 0 - V 0 * J 1) + (I * I) • (J 1 * V 1 - V 1 * J 1) := by
          simp only [plus, mul_add, add_mul, mul_smul_comm, smul_mul_assoc]
          module
      _ = 0 := by
          rw [h00, h01, h10, h11]
          module
```

Q: The ladder relations for $J$ should come from the same source.

A: They do. Setting $V=J$ above gives $[J_z,J_+]=J_+$. The other two are
$$[J_z,J_-]=\mathrm i J_y-\mathrm i(-\mathrm i J_x)=-J_x+\mathrm i J_y=-J_-,$$
$$[J_+,J_-]=-\mathrm i[J_x,J_y]+\mathrm i[J_y,J_x]=-2\mathrm i[J_x,J_y]=-2\mathrm i(\mathrm i J_z)=2J_z.$$
The code follows these lines, with `hI` supplying $-2\,\mathrm i\,\mathrm i=2$.

```lean
/-- If `J` is a vector operator with respect to itself, then `Jz` and `Jx ± i Jy` obey
the ladder relations. -/
theorem isLadder_of_cartesian {J : Fin 3 → A} (h : IsVectorOperator J J) :
    IsLadder (J 2) (plus J) (minus J) := by
  have h01 : J 0 * J 1 - J 1 * J 0 = I • J 2 := h.next 0
  have h20 : J 2 * J 0 - J 0 * J 2 = I • J 1 := h.next 2
  have h21 : J 2 * J 1 - J 1 * J 2 = -(I • J 0) := h.prev 1
  refine ⟨(plus_isTopComponent h).z_comm, ?_, ?_⟩
  · calc J 2 * minus J - minus J * J 2
        = (J 2 * J 0 - J 0 * J 2) - I • (J 2 * J 1 - J 1 * J 2) := by
          simp only [minus, mul_sub, sub_mul, mul_smul_comm, smul_mul_assoc]
          module
      _ = -minus J := by
          rw [h20, h21, smul_neg, smul_smul, I_mul_I, neg_one_smul, neg_neg, minus, neg_sub]
  · have hI : -2 * I * I = 2 := by linear_combination -2 * I_mul_I
    calc plus J * minus J - minus J * plus J
        = (-2 * I) • (J 0 * J 1 - J 1 * J 0) := by
          simp only [plus, minus, mul_add, add_mul, mul_sub, sub_mul, mul_smul_comm,
            smul_mul_assoc]
          module
      _ = 2 * J 2 := by rw [h01, smul_smul, hI, two_smul, two_mul]
```

Q: You still owe me the Cartesian form of $J^2$.

A: Multiply out, keeping the order of the factors:
$$J_\pm J_\mp=J_x^2+J_y^2\mp\mathrm i(J_xJ_y-J_yJ_x).$$
The commutator terms cancel in the sum, so $J_+J_-+J_-J_+=2J_x^2+2J_y^2$. Half of this plus $J_z^2$ is the expected expression. No commutation relation was used, and accordingly the theorem has no hypothesis on `J`.

```lean
/-- In Cartesian components `J² = Jx² + Jy² + Jz²`. -/
theorem Jsq_cartesian (J : Fin 3 → A) :
    Jsq (J 2) (plus J) (minus J) = J 0 * J 0 + J 1 * J 1 + J 2 * J 2 := by
  have e : plus J * minus J + minus J * plus J
      = (2 : ℂ) • (J 0 * J 0) - (2 : ℂ) • ((I * I) • (J 1 * J 1)) := by
    simp only [plus, minus, mul_add, add_mul, mul_sub, sub_mul, mul_smul_comm,
      smul_mul_assoc]
    module
  rw [Jsq, e, I_mul_I]
  module
```

Q: For a state killed by $J_+$, I would want $J_+$ on the right.

A: That is the next identity. Since $J_+J_-=J_-J_++2J_z$,
$$J^2=\tfrac12(2J_-J_++2J_z)+J_z^2=J_-J_++J_z^2+J_z.$$
In the proof, `e` is the reordering, and `module` collects the coefficients.

```lean
/-- The ladder relations give `J² = J- J+ + Jz² + Jz`. -/
theorem Jsq_eq {Jz Jp Jm : A} (h : IsLadder Jz Jp Jm) :
    Jsq Jz Jp Jm = Jm * Jp + Jz * Jz + Jz := by
  have e : Jp * Jm = Jm * Jp + (Jz + Jz) := by
    rw [← two_mul, ← h.plus_minus]
    abel
  rw [Jsq, e]
  module
```

Q: Does this $J^2$ commute with all the generators, as a Casimir operator must?

A: Yes. Using the form just found,
$$[J^2,J_z]=J_-[J_+,J_z]+[J_-,J_z]J_+=-J_-J_++J_-J_+=0,$$
$$[J^2,J_+]=-2J_zJ_++J_zJ_++J_+J_z+J_+=-[J_z,J_+]+J_+=0,$$
$$[J^2,J_-]=2J_-J_z-J_zJ_--J_-J_z-J_-=-[J_z,J_-]-J_-=0.$$
Each `linear_combination` line names the ladder relations to use and the factors that multiply them from the left or right. `noncomm_ring` then checks the remaining identity without exchanging factors. The eigenvalue result below does not need this theorem, but it confirms that the operator deserves its name.

```lean
/-- Under the ladder relations `J²` commutes with `Jz`, `J+` and `J-`. -/
theorem Jsq_commutes {Jz Jp Jm : A} (h : IsLadder Jz Jp Jm) :
    Jsq Jz Jp Jm * Jz = Jz * Jsq Jz Jp Jm ∧ Jsq Jz Jp Jm * Jp = Jp * Jsq Jz Jp Jm ∧
      Jsq Jz Jp Jm * Jm = Jm * Jsq Jz Jp Jm := by
  rw [Jsq_eq h]
  refine ⟨?_, ?_, ?_⟩
  · linear_combination (norm := noncomm_ring) -(Jm * h.z_plus) - h.z_minus * Jp
  · linear_combination (norm := noncomm_ring)
      -(h.plus_minus * Jp) + Jz * h.z_plus + h.z_plus * Jz
  · linear_combination (norm := noncomm_ring)
      Jm * h.plus_minus + Jz * h.z_minus + h.z_minus * Jz
```

Q: Now the state. What happens when $W$ acts $k$ times?

A: Let $J_+v=0$ and $J_zv=jv$. For $k=0$ there is nothing to do. Suppose that $J_+W^kv=0$ and $J_zW^kv=(j+k)W^kv$. Then
$$J_+W^{k+1}v=WJ_+W^kv=0,$$
$$J_zW^{k+1}v=WJ_zW^kv+W^{k+1}v=(j+k+1)W^{k+1}v.$$
In the code, `cz` and `cp` are the two commutators of $W$ applied to an arbitrary vector `u`. The `succ` case splits off one factor of $W$ on the left and uses the induction hypothesis `ih`, just as above.

```lean
/-- If `J+ v = 0` and `Jz v = j v`, then `J+ W^k v = 0` and `Jz W^k v = (j + k) W^k v`
for every `W` with `[Jz, W] = W` and `[J+, W] = 0`. -/
theorem pow_highest {Jz Jp W : Module.End ℂ E} (hW : IsTopComponent Jz Jp W)
    {v : E} {j : ℂ} (hp : Jp v = 0) (hz : Jz v = j • v) (k : ℕ) :
    Jp ((W ^ k) v) = 0 ∧ Jz ((W ^ k) v) = (j + k) • (W ^ k) v := by
  have cz (u : E) : Jz (W u) = W (Jz u) + W u :=
    sub_eq_iff_eq_add'.mp (LinearMap.congr_fun hW.z_comm u)
  have cp (u : E) : Jp (W u) = W (Jp u) :=
    sub_eq_zero.mp (LinearMap.congr_fun hW.plus_comm u)
  induction k with
  | zero => simp [hp, hz]
  | succ k ih =>
    rw [pow_succ', Module.End.mul_apply]
    refine ⟨by rw [cp, ih.1, map_zero], ?_⟩
    rw [cz, ih.2, map_smul]
    push_cast
    module
```

Q: A definite $J_z$ value does not by itself fix $J^2$.

A: No, but together with $J_+W^kv=0$ it does:
$$J^2W^kv=J_-J_+W^kv+J_z^2W^kv+J_zW^kv=\big((j+k)^2+(j+k)\big)W^kv=(j+k)(j+k+1)W^kv.$$
The theorem states both conclusions for every natural number $k$: $J_+$ kills $W^kv$, and $J^2$ multiplies it by this number. Its proof rewrites $J^2$ with `Jsq_eq` and inserts the two results of the induction. At $k=0$ it gives the familiar $J^2v=j(j+1)v$.

```lean
/-- Let `Jz, J+, J-` obey the ladder relations, `[Jz, W] = W` and `[J+, W] = 0`. If
`J+ v = 0` and `Jz v = j v`, then `J+ W^k v = 0` and `J² W^k v = (j+k)(j+k+1) W^k v`. -/
theorem Jsq_pow_highest {Jz Jp Jm W : Module.End ℂ E} (h : IsLadder Jz Jp Jm)
    (hW : IsTopComponent Jz Jp W) {v : E} {j : ℂ} (hp : Jp v = 0) (hz : Jz v = j • v)
    (k : ℕ) :
    Jp ((W ^ k) v) = 0 ∧
      Jsq Jz Jp Jm ((W ^ k) v) = ((j + k) * (j + k + 1)) • (W ^ k) v := by
  obtain ⟨h1, h2⟩ := pow_highest hW hp hz k
  refine ⟨h1, ?_⟩
  -- on a vector killed by J+ only Jz² + Jz survives
  rw [Jsq_eq h]
  simp only [LinearMap.add_apply, Module.End.mul_apply, h1, h2, map_zero, map_smul]
  module
```

Q: That is still a statement about an abstract $W$. I asked about vector operators.

A: The next theorem is in your language. It assumes that $J$ is an angular momentum, that $V$ is a vector operator with respect to it, and that $v$ satisfies the same two conditions. It concludes that $J_x^2+J_y^2+J_z^2$ multiplies $V_+^kv$ by $(j+k)(j+k+1)$. The proof only joins the earlier results.

```lean
/-- For an angular momentum `J` and a vector operator `V`, if `J+ v = 0` and `Jz v = j v`,
then `(Jx² + Jy² + Jz²) V+^k v = (j+k)(j+k+1) V+^k v`. -/
theorem vector_operator_tower {J V : Fin 3 → Module.End ℂ E} (hJ : IsVectorOperator J J)
    (hV : IsVectorOperator J V) {v : E} {j : ℂ} (hp : plus J v = 0) (hz : J 2 v = j • v)
    (k : ℕ) :
    (J 0 * J 0 + J 1 * J 1 + J 2 * J 2) ((plus V ^ k) v)
      = ((j + k) * (j + k + 1)) • (plus V ^ k) v := by
  rw [← Jsq_cartesian]
  exact (Jsq_pow_highest (isLadder_of_cartesian hJ) (plus_isTopComponent hV) hp hz k).2
```

Q: Suppose $V_+^kv$ is zero. Then you have told me nothing.

A: Correct. The equation then reads $0=0$, and $V_+^kv$ is not an eigenvector. The choice $V=J$ shows this at once, because $J_+v=0$ makes every power with $k\ge1$ vanish on $v$. The theorem gives the value of $J^2$ if a nonzero state results; it does not promise one.

Q: Then convince me that there is a case where something survives.

A: Take pairs $(s,u)$ of a scalar and a complex three-vector, a four-dimensional space. Let $J_i(s,u)=(0,\mathrm i\,e_i\times u)$, so that the scalar part has angular momentum zero and the vector part angular momentum one.

```lean
/-- On pairs of a scalar and a three-vector, `J_i` sends `(s, u)` to `(0, i e_i × u)`. -/
def rot (i : Fin 3) : Module.End ℂ (ℂ × (Fin 3 → ℂ)) :=
  LinearMap.inr ℂ ℂ (Fin 3 → ℂ) ∘ₗ (I • crossProduct (Pi.single i (1 : ℂ))) ∘ₗ
    LinearMap.snd ℂ ℂ (Fin 3 → ℂ)
```

Let $V_i(s,u)=(0,s\,e_i)$, which turns the scalar into the $i$-th unit vector and kills the vector part. The name `dipole` recalls a transition from an s state to p states. This $V$ goes only upwards, so it is not a Hermitian dipole operator.

```lean
/-- On the same space, `V_i` sends `(s, u)` to `(0, s e_i)`. -/
def dipole (i : Fin 3) : Module.End ℂ (ℂ × (Fin 3 → ℂ)) :=
  LinearMap.inr ℂ ℂ (Fin 3 → ℂ) ∘ₗ LinearMap.single ℂ (fun _ : Fin 3 => ℂ) i ∘ₗ
    LinearMap.fst ℂ ℂ (Fin 3 → ℂ)
```

Q: Work it out with numbers.

A: Start from $v=(1,0)$. Every $J_i$ kills it, so $j=0$. One application gives $V_+v=(0,u)$ with $u=e_x+\mathrm i e_y$, which is not zero. For $J_z$ and $J_+$ we find
$$\mathrm i\,e_z\times u=\mathrm i(e_y-\mathrm i e_x)=u,$$
$$\mathrm i\,e_x\times u-e_y\times u=-e_z+e_z=0.$$
For the square, $(\mathrm i\,e_i\times)^2u=-e_i\times(e_i\times u)=u-e_i(e_i\cdot u)$. Summing over the three axes gives $3u-u=2u$. The formula with $j=0$, $k=1$ gives $(0+1)(0+2)=2$, in agreement. A second application gives $V_+^2v=0$, the empty case you worried about. The vector $u$ has norm $\sqrt2$; the normalised state is $(0,u/\sqrt2)$, with the same eigenvalues.

The last theorem checks that `rot` is an angular momentum, that `dipole` is a vector operator, and that $(1,0)$ is killed by $J_+$ and $J_z$ but not by $V_+$. The block under `iterate 6` treats the six commutator fields, three for each triple, component by component. The final step looks at the $x$ component of $V_+(1,0)$, which is 1 and so cannot be zero.

```lean
/-- `rot` is an angular momentum and `dipole` a vector operator; the scalar state `(1, 0)`
is killed by `J+` and `Jz`, but not by `V+`. -/
theorem vector_operator_witness :
    IsVectorOperator rot rot ∧ IsVectorOperator rot dipole ∧
      plus rot (1, 0) = 0 ∧ rot 2 (1, 0) = 0 ∧ plus dipole (1, 0) ≠ 0 := by
  refine ⟨⟨?_, ?_, ?_⟩, ⟨?_, ?_, ?_⟩, ?_, ?_, ?_⟩
  iterate 6
    · intro i
      refine LinearMap.ext fun x => Prod.ext ?_ (funext fun a => ?_)
      · simp [rot, dipole]
      · fin_cases i <;> fin_cases a <;>
          simp [rot, dipole, cross_apply]
  · simp [plus, rot]
  · simp [rot]
  · intro h
    have h0 := congrFun (congrArg Prod.snd h) 0
    simp [plus, dipole] at h0

end

end VectorOperatorLadder
```

```lean
#print axioms VectorOperatorLadder.Jsq_commutes
#print axioms VectorOperatorLadder.vector_operator_tower
```

```
'VectorOperatorLadder.Jsq_commutes' depends on axioms: [propext, Classical.choice, Quot.sound]
'VectorOperatorLadder.vector_operator_tower' depends on axioms: [propext, Classical.choice, Quot.sound]
```

Q: Position and momentum are unbounded operators. Are they covered?

A: Only on a space that all the operators map into itself, since the maps here are defined on the whole of `E`. For one particle, smooth functions of position are such a space, with orbital angular momentum as $J$ and multiplication by the coordinates as $V$. You would have to supply their commutators, which are the usual ones.

Q: What would that give me in electronic structure?

A: For a single-particle basis function with a spherical Gaussian factor, it gives the angular momentum of the top member of each shell. Take the centre of the function as the origin, for the coordinates and for $J$. The Gaussian $e^{-\alpha r^2}$, with $\alpha>0$, then has $j=0$, so $(x+\mathrm i y)^k e^{-\alpha r^2}$ has $J_z$ value $k$ and $J^2$ value $k(k+1)$: s, p and d functions for $k=0,1,2$. In a shell of $2k+1$ spherical-harmonic functions, the other members follow by lowering with $J_-$. Since $J^2$ commutes with $J_-$, they keep the same $J^2$ value as long as they are nonzero.
